# Hard-sphere phase shifts for s and p waves, and their low-energy limits

Outside an impenetrable sphere of radius a, an s-wave of wave number κ > 0 and phase shift δ has the radial form cos δ j₀(κr) − sin δ n₀(κr), with j₀(x) = sin x/x and n₀(x) = −cos x/x. It must vanish at r = a. Put x = κa and multiply the surface value by x:

x (cos δ j₀(x) − sin δ n₀(x)) = cos δ sin x + sin δ cos x = sin(δ + x).

The wave therefore vanishes on the sphere exactly when δ = −x + nπ for an integer n. The p-wave condition also reduces to the zeros of one sine, and gives δ = arctan x − x + nπ. We write δ₀ = −x and δ₁ = arctan x − x for the n = 0 solutions.

## The p-wave and the limit κ → 0

For l = 1 the functions are

j₁(x) = sin x/x² − cos x/x,
n₁(x) = −cos x/x² − sin x/x.

Multiplying the surface value by x² and collecting terms gives

x² (cos δ j₁ − sin δ n₁) = cos δ (sin x − x cos x) + sin δ (cos x + x sin x)
= sin(δ + x) − x cos(δ + x).

Let α = arctan x, so that cos α = 1/√(1 + x²) and sin α = x/√(1 + x²). The last line equals

√(1 + x²) sin(δ + x − α) = √(1 + x²) sin(δ − δ₁).

The square root is never zero, so the sine must be.

For small x, set R(x) = δ₁ + x³/3. Then

R′(x) = 1/(1 + x²) − 1 + x² = x⁴/(1 + x²) ≥ 0,
(x⁵/5 − R)′ = x⁴ − x⁴/(1 + x²) = x⁶/(1 + x²) ≥ 0.

Both functions vanish at 0, hence for x ≥ 0

−x³/3 ≤ δ₁ ≤ −x³/3 + x⁵/5.

Dividing by x³ for x > 0 and letting x → 0 gives δ₁/x³ → −1/3.

The s- plus p-wave cross section is

σ = 4π [(sin δ₀/κ)² + 3 (sin δ₁/κ)²].

As functions of κ, both sines vanish at κ = 0, so the quotients tend to their slopes there. These are −a and a − a = 0, and σ → 4πa², four times the geometric cross section.

Take κa = 1/2. Then δ₀ = −0.5 and δ₁ = 0.46365 − 0.5 = −0.03635, between the bounds −0.04167 and −0.03542. The cross section is 4πa² (0.22985 + 0.00396)/0.25 ≈ 0.935 · 4πa².

## Phase shifts from a radial solver

For a spherical potential that vanishes beyond a matching radius a, δ follows from the logarithmic derivative L (with respect to r) at r = a of the radial wave function itself, not of r times that function. With j_l, n_l and their derivatives taken at x = κa,

tan δ = (κ j_l′ − L j_l)/(κ n_l′ − L n_l).

For a hard sphere of radius a, matched at its surface, |L| → ∞ and tan δ = j_l/n_l. The derivative terms drop out in this limit, so for a routine based on this formula the results for l = 0 and 1 then test the terms in j_l and n_l, but not those in j_l′ and n_l′. To test these as well, match the same wave at a larger radius where it does not vanish, with L and the functions taken there; δ must come out the same modulo π. Phases must be compared modulo π: at x = 2 the principal arctangent returns π − 2 for the s-wave, not −2.

## The formal development

The waves and phases are real functions of the dimensionless x; `crossSection` takes a and κ separately and contains only l = 0 and l = 1.

```lean
import Mathlib

open Filter Topology
open scoped Real

namespace HardSphereScattering

noncomputable section

/-- Spherical Bessel function `j₀`, for `x ≠ 0`. -/
def j0 (x : ℝ) : ℝ := Real.sin x / x

/-- Spherical Neumann function `n₀`, for `x ≠ 0`. -/
def n0 (x : ℝ) : ℝ := -Real.cos x / x

/-- Spherical Bessel function `j₁`, for `x ≠ 0`. -/
def j1 (x : ℝ) : ℝ := Real.sin x / x ^ 2 - Real.cos x / x

/-- Spherical Neumann function `n₁`, for `x ≠ 0`. -/
def n1 (x : ℝ) : ℝ := -Real.cos x / x ^ 2 - Real.sin x / x

/-- The s-wave phase shift of a hard sphere, as a function of `x = κ a`. -/
def sPhase (x : ℝ) : ℝ := -x

/-- The p-wave phase shift of a hard sphere, as a function of `x = κ a`. -/
def pPhase (x : ℝ) : ℝ := Real.arctan x - x

/-- The s-wave plus p-wave cross section of a hard sphere of radius `a` at wave number
`κ ≠ 0`. -/
def crossSection (a κ : ℝ) : ℝ :=
  4 * π * (Real.sin (sPhase (κ * a)) ^ 2 + 3 * Real.sin (pPhase (κ * a)) ^ 2) / κ ^ 2
```

The ladder relations check the explicit formulas against the radial equation. By the quotient rule,

j₀′ = cos x/x − sin x/x² = −j₁,
j₁′ = 2 cos x/x² − 2 sin x/x³ + sin x/x = j₀ − (2/x) j₁.

Replacing sin by −cos and cos by sin gives the relations for n₀ and n₁. Eliminating j₁ yields j₀″ + (2/x) j₀′ + j₀ = 0, the free s-wave equation. `HasDerivAt` states both that the derivative exists and what it is.

```lean
/-- Ladder relations for the regular waves: `j₀' = -j₁` and `j₁' = j₀ - (2/x) j₁`. -/
theorem bessel_ladder {x : ℝ} (hx : x ≠ 0) :
    HasDerivAt j0 (-j1 x) x ∧ HasDerivAt j1 (j0 x - 2 / x * j1 x) x := by
  have hsq : HasDerivAt (fun y : ℝ => y ^ 2) (2 * x) x := by
    simpa using hasDerivAt_pow 2 x
  constructor
  · refine ((Real.hasDerivAt_sin x).fun_div (hasDerivAt_id' x) hx).congr_deriv ?_
    simp only [j1]
    field_simp
    ring
  · refine (((Real.hasDerivAt_sin x).fun_div hsq (pow_ne_zero 2 hx)).fun_sub
      ((Real.hasDerivAt_cos x).fun_div (hasDerivAt_id' x) hx)).congr_deriv ?_
    simp only [j0, j1]
    field_simp
    ring

/-- Ladder relations for the irregular waves: `n₀' = -n₁` and `n₁' = n₀ - (2/x) n₁`. -/
theorem neumann_ladder {x : ℝ} (hx : x ≠ 0) :
    HasDerivAt n0 (-n1 x) x ∧ HasDerivAt n1 (n0 x - 2 / x * n1 x) x := by
  have hsq : HasDerivAt (fun y : ℝ => y ^ 2) (2 * x) x := by
    simpa using hasDerivAt_pow 2 x
  constructor
  · refine ((Real.hasDerivAt_cos x).fun_neg.fun_div (hasDerivAt_id' x) hx).congr_deriv ?_
    simp only [n1]
    field_simp
    ring
  · refine (((Real.hasDerivAt_cos x).fun_neg.fun_div hsq (pow_ne_zero 2 hx)).fun_sub
      ((Real.hasDerivAt_sin x).fun_div (hasDerivAt_id' x) hx)).congr_deriv ?_
    simp only [n0, n1]
    field_simp
    ring
```

The next two theorems are the surface identities. In the second, `hsurf` is the form in δ + x, while `hcos` and `hsin` supply the cosine and sine of α.

```lean
/-- The s-wave with phase shift `δ`, evaluated on the sphere and multiplied by `x`, is the
sine of the difference between `δ` and the hard-sphere phase. -/
theorem s_surface_amplitude {x : ℝ} (hx : x ≠ 0) (δ : ℝ) :
    x * (Real.cos δ * j0 x - Real.sin δ * n0 x) = Real.sin (δ - sPhase x) := by
  simp only [j0, n0, sPhase]
  rw [sub_neg_eq_add, Real.sin_add]
  field_simp
  ring

/-- The p-wave with phase shift `δ`, evaluated on the sphere and multiplied by `x²`, is
`√(1 + x²)` times the sine of the difference between `δ` and the hard-sphere phase. -/
theorem p_surface_amplitude {x : ℝ} (hx : x ≠ 0) (δ : ℝ) :
    x ^ 2 * (Real.cos δ * j1 x - Real.sin δ * n1 x)
      = √(1 + x ^ 2) * Real.sin (δ - pPhase x) := by
  have hs : √(1 + x ^ 2) ≠ 0 := by positivity
  have hcos : √(1 + x ^ 2) * Real.cos (Real.arctan x) = 1 := by
    rw [Real.cos_arctan, mul_one_div_cancel hs]
  have hsin : √(1 + x ^ 2) * Real.sin (Real.arctan x) = x := by
    rw [Real.sin_arctan]
    field_simp
  -- the surface value in terms of the total phase `δ + x`
  have hsurf : x ^ 2 * (Real.cos δ * j1 x - Real.sin δ * n1 x)
      = Real.sin (δ + x) - x * Real.cos (δ + x) := by
    simp only [j1, n1]
    rw [Real.sin_add, Real.cos_add]
    field_simp
    ring
  have harg : δ - pPhase x = (δ + x) - Real.arctan x := by
    simp only [pPhase]
    ring
  rw [hsurf, harg, Real.sin_sub]
  linear_combination Real.cos (δ + x) * hsin - Real.sin (δ + x) * hcos
```

The matching condition is an equivalence for every real δ. Each forward direction uses `Real.sin_eq_zero_iff` to find n; each converse cancels the factor x or x². The hypothesis `hx` is needed because Lean sets division by zero to zero, which would make every δ a solution at x = 0. Negative x is allowed, though physically x > 0.

```lean
/-- Hard-sphere phase shifts: the s-wave and the p-wave vanish on the sphere exactly when
their phase shifts are `-x` and `arctan x - x`, up to integer multiples of `π`. -/
theorem hard_sphere_phase_shifts {x : ℝ} (hx : x ≠ 0) (δ : ℝ) :
    (Real.cos δ * j0 x = Real.sin δ * n0 x ↔ ∃ n : ℤ, δ = sPhase x + n * π) ∧
    (Real.cos δ * j1 x = Real.sin δ * n1 x ↔ ∃ n : ℤ, δ = pPhase x + n * π) := by
  have h0 := s_surface_amplitude hx δ
  have h1 := p_surface_amplitude hx δ
  have hs : √(1 + x ^ 2) ≠ 0 := by positivity
  refine ⟨⟨fun e => ?_, ?_⟩, ⟨fun e => ?_, ?_⟩⟩
  · have hz : Real.sin (δ - sPhase x) = 0 := by linear_combination x * e - h0
    obtain ⟨n, hn⟩ := Real.sin_eq_zero_iff.mp hz
    exact ⟨n, by linarith⟩
  · rintro ⟨n, hn⟩
    have hz : Real.sin (δ - sPhase x) = 0 := Real.sin_eq_zero_iff.mpr ⟨n, by linarith⟩
    rw [hz] at h0
    have := (mul_eq_zero.mp h0).resolve_left hx
    linarith
  · have hz : √(1 + x ^ 2) * Real.sin (δ - pPhase x) = 0 := by
      linear_combination x ^ 2 * e - h1
    obtain ⟨n, hn⟩ := Real.sin_eq_zero_iff.mp ((mul_eq_zero.mp hz).resolve_left hs)
    exact ⟨n, by linarith⟩
  · rintro ⟨n, hn⟩
    have hz : Real.sin (δ - pPhase x) = 0 := Real.sin_eq_zero_iff.mpr ⟨n, by linarith⟩
    rw [hz, mul_zero] at h1
    have := (mul_eq_zero.mp h1).resolve_left (pow_ne_zero 2 hx)
    linarith
```

Here `hd` and `he` are the two derivatives computed above, and monotonicity turns their signs into the bounds. The hypothesis `hx` restricts them to x ≥ 0; for x < 0 both inequalities are reversed.

```lean
/-- The p-wave phase shift lies between `-x³/3` and `-x³/3 + x⁵/5`. -/
theorem pPhase_bounds {x : ℝ} (hx : 0 ≤ x) :
    -x ^ 3 / 3 ≤ pPhase x ∧ pPhase x ≤ -x ^ 3 / 3 + x ^ 5 / 5 := by
  have h3 (y : ℝ) : HasDerivAt (fun z : ℝ => z ^ 3) (3 * y ^ 2) y := by
    simpa using hasDerivAt_pow 3 y
  have h5 (y : ℝ) : HasDerivAt (fun z : ℝ => z ^ 5) (5 * y ^ 4) y := by
    simpa using hasDerivAt_pow 5 y
  -- both remainders have a non-negative derivative
  have hd (y : ℝ) : HasDerivAt (fun z : ℝ => Real.arctan z - z + z ^ 3 / 3)
      (y ^ 4 / (1 + y ^ 2)) y := by
    refine (((Real.hasDerivAt_arctan y).fun_sub (hasDerivAt_id' y)).fun_add
      ((h3 y).div_const 3)).congr_deriv ?_
    have : 1 + y ^ 2 ≠ 0 := by positivity
    field_simp
    ring
  have he (y : ℝ) : HasDerivAt (fun z : ℝ => z ^ 5 / 5 - (Real.arctan z - z + z ^ 3 / 3))
      (y ^ 6 / (1 + y ^ 2)) y := by
    refine (((h5 y).div_const 5).fun_sub (hd y)).congr_deriv ?_
    have : 1 + y ^ 2 ≠ 0 := by positivity
    field_simp
    ring
  have hl : Real.arctan 0 - 0 + 0 ^ 3 / 3 ≤ Real.arctan x - x + x ^ 3 / 3 :=
    monotone_of_deriv_nonneg (fun y => (hd y).differentiableAt)
      (fun y => by rw [(hd y).deriv]; positivity) hx
  have hu : (0 : ℝ) ^ 5 / 5 - (Real.arctan 0 - 0 + 0 ^ 3 / 3)
      ≤ x ^ 5 / 5 - (Real.arctan x - x + x ^ 3 / 3) :=
    monotone_of_deriv_nonneg (fun y => (he y).differentiableAt)
      (fun y => by rw [(he y).deriv]; positivity) hx
  rw [Real.arctan_zero] at hl hu
  simp only [pPhase]
  constructor <;> linarith
```

The filter `𝓝[>] 0` means that κ approaches zero through positive values. The proof squeezes the quotient between −1/3 and −1/3 + (κa)²/5.

```lean
/-- Threshold law: for a sphere of radius `a > 0`, the p-wave phase shift divided by
`(κ a)³` tends to `-1/3` as `κ` decreases to zero. -/
theorem pPhase_threshold {a : ℝ} (ha : 0 < a) :
    Tendsto (fun κ : ℝ => pPhase (κ * a) / (κ * a) ^ 3) (𝓝[>] 0) (𝓝 (-1 / 3)) := by
  have hup : Tendsto (fun κ : ℝ => -1 / 3 + (κ * a) ^ 2 / 5) (𝓝[>] 0) (𝓝 (-1 / 3)) := by
    have hc : Continuous (fun κ : ℝ => -1 / 3 + (κ * a) ^ 2 / 5) := by fun_prop
    have ht := hc.tendsto 0
    simp only [zero_mul, ne_eq, OfNat.ofNat_ne_zero, not_false_eq_true, zero_pow,
      zero_div, add_zero] at ht
    exact ht.mono_left nhdsWithin_le_nhds
  refine tendsto_of_tendsto_of_tendsto_of_le_of_le' tendsto_const_nhds hup ?_ ?_
  · filter_upwards [self_mem_nhdsWithin] with κ hκ
    have hx : 0 < κ * a := mul_pos hκ ha
    rw [le_div_iff₀ (pow_pos hx 3)]
    linarith [(pPhase_bounds hx.le).1]
  · filter_upwards [self_mem_nhdsWithin] with κ hκ
    have hx : 0 < κ * a := mul_pos hκ ha
    rw [div_le_iff₀ (pow_pos hx 3)]
    linarith [(pPhase_bounds hx.le).2]
```

The cross-section limit does not use the cubic bounds: `h0` and `h1` are the slopes −a and 0, and the rest is algebra of limits. It holds for every real a, with a > 0 the physical case. Partial waves with l ≥ 2 are not treated.

```lean
/-- The s-wave plus p-wave cross section of a hard sphere of radius `a` tends to `4πa²` as
the wave number decreases to zero. -/
theorem crossSection_low_energy (a : ℝ) :
    Tendsto (crossSection a) (𝓝[>] 0) (𝓝 (4 * π * a ^ 2)) := by
  have hl : HasDerivAt (fun k : ℝ => k * a) a 0 := by
    simpa using (hasDerivAt_id' (0 : ℝ)).mul_const a
  -- slopes of the sines of the two phase shifts at zero wave number
  have h0 : HasDerivAt (fun k : ℝ => Real.sin (sPhase (k * a))) (-a) 0 :=
    hl.fun_neg.sin.congr_deriv (by simp)
  have h1 : HasDerivAt (fun k : ℝ => Real.sin (pPhase (k * a))) 0 0 :=
    (hl.arctan.fun_sub hl).sin.congr_deriv (by simp)
  have t := ((h0.tendsto_slope_zero_right.pow 2).add
    ((h1.tendsto_slope_zero_right.pow 2).const_mul 3)).const_mul (4 * π)
  have e : 4 * π * ((-a) ^ 2 + 3 * (0 : ℝ) ^ 2) = 4 * π * a ^ 2 := by ring
  rw [e] at t
  refine t.congr (fun k => ?_)
  simp only [crossSection, sPhase, pPhase, zero_add, zero_mul, neg_zero,
    Real.arctan_zero, sub_zero, Real.sin_zero, smul_eq_mul]
  ring

end

end HardSphereScattering
```

```lean
#print axioms HardSphereScattering.neumann_ladder
-- 'HardSphereScattering.neumann_ladder' depends on axioms: [propext, Classical.choice, Quot.sound]
#print axioms HardSphereScattering.hard_sphere_phase_shifts
-- 'HardSphereScattering.hard_sphere_phase_shifts' depends on axioms: [propext, Classical.choice, Quot.sound]
#print axioms HardSphereScattering.pPhase_threshold
-- 'HardSphereScattering.pPhase_threshold' depends on axioms: [propext, Classical.choice, Quot.sound]
#print axioms HardSphereScattering.crossSection_low_energy
-- 'HardSphereScattering.crossSection_low_energy' depends on axioms: [propext, Classical.choice, Quot.sound]
```
